# Counting the charge of finitely many real levels with a complex energy contour

The energy contour is modelled here as a parametrised path $\gamma(t)$, with $t$ running from $a$ to $b$, and the integral of a function $f$ along it as

$$\int_a^b f(\gamma(t))\,\gamma'(t)\,dt .$$

The path starts at the real energy $E_b$, ends at the real energy $E_F>E_b$, is continuously differentiable, and lies in the open upper half-plane between its endpoints. The semicircle is one such path:

$$\gamma(\theta)=\tfrac12(E_b+E_F)+\tfrac12(E_F-E_b)\,e^{i\theta},\qquad \theta:\pi\to 0 .$$

## Charge and band energy from one contour

Let $G(z)=\sum_j w_j/(z-e_j)$ with finitely many real levels $e_j$ and real weights $w_j$. If no level equals $E_b$ or $E_F$, then

$$-\frac1\pi\,\mathrm{Im}\int_\gamma G\,dz=\sum_{E_b<e_j<E_F} w_j ,\qquad
-\frac1\pi\,\mathrm{Im}\int_\gamma zG\,dz=\sum_{E_b<e_j<E_F} w_je_j .$$

Take for $w_j$ the share of the one-electron state $j$ in the region being counted (one for the whole system, where $G$ is the trace of the resolvent), times any spin factor. The first sum is then the valence charge, counted in electrons, and the second the band energy, when $E_b$ separates core from valence levels and $E_F$ is the Fermi energy. The condition on the endpoints says that neither energy cuts through a level, so each level is either counted in full or left out.

## Where a Green-function code uses it

Many multiple-scattering codes obtain the charge by integrating $G$ at complex energies, where it varies more smoothly than near its real poles; for a finite, non-interacting spectrum at zero temperature, the identity shows that this move leaves the exact charge unchanged. A model $G$ with known levels therefore gives an exact target for checking quadrature nodes, the factor $dz$ and the direction of travel. Reversing the direction changes the sign of the charge.

## One logarithm for each level

Fix a level $e$ and write $\gamma(t)-e=x+iy$. Then $-i(\gamma(t)-e)=y-ix$. Between the endpoints $y>0$; at the endpoints $y=0$ but $x\neq0$. The rotated energy thus never meets the cut of the principal logarithm, which runs along the non-positive real axis, and on the whole path

$$\frac{d}{dt}\log\bigl(-i(\gamma(t)-e)\bigr)=\frac{-i\gamma'(t)}{-i(\gamma(t)-e)}=\frac{\gamma'(t)}{\gamma(t)-e}.$$

Without the rotation, the starting point would lie on the cut for every level above $E_b$. Integration gives

$$\int_\gamma\frac{dz}{z-e}=\log(-i(E_F-e))-\log(-i(E_b-e)).$$

For real $u\neq0$, the imaginary part of $\log(-iu)$ is $-\pi/2$ if $u>0$ and $+\pi/2$ if $u<0$. The imaginary part of the integral is therefore

- $-\pi/2+\pi/2=0$ for $e<E_b$,
- $-\pi/2-\pi/2=-\pi$ for $E_b<e<E_F$,
- $\pi/2-\pi/2=0$ for $e>E_F$.

Multiplying by the real weights, summing over $j$ and dividing by $-\pi$ gives the charge.

For the band energy, $z/(z-e_j)=1+e_j/(z-e_j)$, so

$$zG(z)=\sum_j w_j+\sum_j\frac{w_je_j}{z-e_j}.$$

The constant integrates to the real number $(E_F-E_b)\sum_j w_j$. The rest is a Green function with weights $w_je_j$, to which the charge result applies.

## The Lean file

```lean
import Mathlib

open Complex (I)
open scoped Real

namespace ComplexEnergyContour

noncomputable section

variable {ι : Type*} [Fintype ι]

/-- The Green function with real levels `e j` and real weights `w j`. -/
def greenFn (w e : ι → ℝ) (z : ℂ) : ℂ := ∑ j, (w j : ℂ) / (z - (e j : ℂ))

/-- The integral of `f` along the path `γ`, with the parameter running from `a` to `b`. -/
def contourIntegral (f : ℂ → ℂ) (γ : ℝ → ℂ) (a b : ℝ) : ℂ :=
  ∫ t in a..b, f (γ t) * deriv γ t

/-- A continuously differentiable energy contour from `Eb` to `EF` that runs through the open
upper half-plane between its endpoints. -/
structure IsUpperContour (γ : ℝ → ℂ) (a b Eb EF : ℝ) : Prop where
  start : γ a = (Eb : ℂ)
  finish : γ b = (EF : ℂ)
  diff : ∀ t ∈ Set.uIcc a b, DifferentiableAt ℝ γ t
  cont : ContinuousOn (deriv γ) (Set.uIcc a b)
  upper : ∀ t ∈ Set.uIcc a b, t = a ∨ t = b ∨ 0 < (γ t).im

/-- The circle whose diameter is the energy window from `Eb` to `EF`, as a function of the
polar angle. -/
def semicircle (Eb EF θ : ℝ) : ℂ :=
  (((Eb + EF) / 2 : ℝ) : ℂ) + (((EF - Eb) / 2 : ℝ) : ℂ) * Complex.exp ((θ : ℂ) * I)

/-- The imaginary part of `log (-i y)` at a real energy difference `y ≠ 0` is `-π/2` for
positive `y` and `π/2` for negative `y`. -/
theorem im_log_rotated {y : ℝ} (hy : y ≠ 0) :
    (Complex.log (-I * (y : ℂ))).im = if 0 < y then -(π / 2) else π / 2 := by
  rw [Complex.log_im]
  rcases lt_or_gt_of_ne hy with h | h
  · have h1 : -I * (y : ℂ) = ((-y : ℝ) : ℂ) * I := by push_cast; ring
    rw [h1, Complex.arg_real_mul _ (neg_pos.2 h), Complex.arg_I, if_neg (not_lt_of_ge h.le)]
  · have h1 : -I * (y : ℂ) = (y : ℂ) * (-I) := by ring
    rw [h1, Complex.arg_real_mul _ h, Complex.arg_neg_I, if_pos h]

section Contour

variable {γ : ℝ → ℂ} {a b Eb EF : ℝ}

/-- Along the contour, the energy measured from a level `x` that is not an endpoint has positive
imaginary part or nonzero real part. -/
theorem IsUpperContour.off_level (h : IsUpperContour γ a b Eb EF) {x : ℝ}
    (hb : x ≠ Eb) (hF : x ≠ EF) {t : ℝ} (ht : t ∈ Set.uIcc a b) :
    0 < (γ t - (x : ℂ)).im ∨ (γ t - (x : ℂ)).re ≠ 0 := by
  rcases h.upper t ht with h1 | h1 | h1
  · right
    rw [h1, h.start, Complex.sub_re, Complex.ofReal_re, Complex.ofReal_re]
    exact sub_ne_zero.2 hb.symm
  · right
    rw [h1, h.finish, Complex.sub_re, Complex.ofReal_re, Complex.ofReal_re]
    exact sub_ne_zero.2 hF.symm
  · left
    rw [Complex.sub_im, Complex.ofReal_im, sub_zero]
    exact h1

/-- The contour does not pass through a level that differs from both endpoints. -/
theorem IsUpperContour.sub_ne (h : IsUpperContour γ a b Eb EF) {x : ℝ}
    (hb : x ≠ Eb) (hF : x ≠ EF) {t : ℝ} (ht : t ∈ Set.uIcc a b) : γ t - (x : ℂ) ≠ 0 := by
  intro h0
  have h1 := h.off_level hb hF ht
  rw [h0] at h1
  simp at h1

/-- For `Eb < EF`, a pole of unit weight at a real energy `x` other than `Eb` and `EF` contributes
`-π` to the imaginary part of the contour integral if `x` lies between `Eb` and `EF`, and zero if it
lies outside. -/
theorem im_integral_pole (h : IsUpperContour γ a b Eb EF) (hlt : Eb < EF) {x : ℝ}
    (hb : x ≠ Eb) (hF : x ≠ EF) :
    (∫ t in a..b, deriv γ t / (γ t - (x : ℂ))).im = if Eb < x ∧ x < EF then -π else 0 := by
  have hγ : ContinuousOn γ (Set.uIcc a b) :=
    fun t ht => (h.diff t ht).continuousAt.continuousWithinAt
  have hint : IntervalIntegrable (fun t => deriv γ t / (γ t - (x : ℂ)))
      MeasureTheory.volume a b :=
    (h.cont.div (hγ.sub continuousOn_const) fun t ht => h.sub_ne hb hF ht).intervalIntegrable
  -- the rotated logarithm is an antiderivative up to and including the endpoints
  have hder : ∀ t ∈ Set.uIcc a b, HasDerivAt (fun s => Complex.log (-I * (γ s - (x : ℂ))))
      (deriv γ t / (γ t - (x : ℂ))) t := by
    intro t ht
    have h0 : HasDerivAt (fun s => -I * (γ s - (x : ℂ))) (-I * deriv γ t) t :=
      ((h.diff t ht).hasDerivAt.sub_const (x : ℂ)).const_mul (-I)
    have hs : -I * (γ t - (x : ℂ)) ∈ Complex.slitPlane := by
      rw [Complex.mem_slitPlane_iff]
      have re_rot : ∀ z : ℂ, (-I * z).re = z.im := fun z => by simp
      have im_rot : ∀ z : ℂ, (-I * z).im = -z.re := fun z => by simp
      rw [re_rot, im_rot]
      exact (h.off_level hb hF ht).imp id neg_ne_zero.2
    exact (h0.clog_real hs).congr_deriv (mul_div_mul_left _ _ (neg_ne_zero.2 Complex.I_ne_zero))
  rw [intervalIntegral.integral_eq_sub_of_hasDerivAt hder hint, h.start, h.finish,
    Complex.sub_im, ← Complex.ofReal_sub, ← Complex.ofReal_sub,
    im_log_rotated (sub_ne_zero.2 hF.symm), im_log_rotated (sub_ne_zero.2 hb.symm)]
  -- compare the position of the level with the two endpoints
  rcases lt_or_gt_of_ne hb with h1 | h1
  · have A : 0 < EF - x := by linarith
    have B : 0 < Eb - x := by linarith
    have C : ¬(Eb < x ∧ x < EF) := fun hc => by linarith [hc.1]
    simp only [if_pos A, if_pos B, if_neg C]
    ring
  · have B : ¬(0 < Eb - x) := by linarith
    rcases lt_or_gt_of_ne hF with h2 | h2
    · have A : 0 < EF - x := by linarith
      have C : Eb < x ∧ x < EF := ⟨h1, h2⟩
      simp only [if_pos A, if_neg B, if_pos C]
      ring
    · have A : ¬(0 < EF - x) := by linarith
      have C : ¬(Eb < x ∧ x < EF) := fun hc => by linarith [hc.2]
      simp only [if_neg A, if_neg B, if_neg C]
      ring

/-- If `Eb < EF` and no level equals `Eb` or `EF`, then on every upper contour from `Eb` to `EF`,
`-1/π` times the imaginary part of the integrated Green function is the total weight of the levels
between `Eb` and `EF`. -/
theorem charge_of_contour (h : IsUpperContour γ a b Eb EF) (hlt : Eb < EF) (w e : ι → ℝ)
    (hb : ∀ j, e j ≠ Eb) (hF : ∀ j, e j ≠ EF) :
    -(1 / π) * (contourIntegral (greenFn w e) γ a b).im
      = ∑ j with Eb < e j ∧ e j < EF, w j := by
  have hγ : ContinuousOn γ (Set.uIcc a b) :=
    fun t ht => (h.diff t ht).continuousAt.continuousWithinAt
  have hint : ∀ j, IntervalIntegrable (fun t => (w j : ℂ) * (deriv γ t / (γ t - (e j : ℂ))))
      MeasureTheory.volume a b := fun j =>
    (continuousOn_const.mul (h.cont.div (hγ.sub continuousOn_const)
      fun t ht => h.sub_ne (hb j) (hF j) ht)).intervalIntegrable
  -- split the integral into one term per level
  have hsum : contourIntegral (greenFn w e) γ a b
      = ∑ j, (w j : ℂ) * ∫ t in a..b, deriv γ t / (γ t - (e j : ℂ)) := by
    have h1 : ∀ t, greenFn w e (γ t) * deriv γ t
        = ∑ j, (w j : ℂ) * (deriv γ t / (γ t - (e j : ℂ))) := by
      intro t
      rw [greenFn, Finset.sum_mul]
      exact Finset.sum_congr rfl fun j _ => by ring
    simp only [contourIntegral, h1]
    rw [intervalIntegral.integral_finsetSum fun j _ => hint j]
    simp only [intervalIntegral.integral_const_mul]
  rw [hsum, Complex.im_sum, Finset.mul_sum, Finset.sum_filter]
  refine Finset.sum_congr rfl fun j _ => ?_
  rw [Complex.im_ofReal_mul, im_integral_pole h hlt (hb j) (hF j)]
  have hp : π⁻¹ * π = 1 := inv_mul_cancel₀ Real.pi_ne_zero
  split_ifs
  · linear_combination w j * hp
  · ring

/-- If `Eb < EF` and no level equals `Eb` or `EF`, then on every upper contour from `Eb` to `EF`,
`-1/π` times the imaginary part of the integral of `z` times the Green function is the sum of `w j *
e j` over the levels between `Eb` and `EF`. -/
theorem band_energy_of_contour (h : IsUpperContour γ a b Eb EF) (hlt : Eb < EF) (w e : ι → ℝ)
    (hb : ∀ j, e j ≠ Eb) (hF : ∀ j, e j ≠ EF) :
    -(1 / π) * (contourIntegral (fun z => z * greenFn w e z) γ a b).im
      = ∑ j with Eb < e j ∧ e j < EF, w j * e j := by
  have hγ : ContinuousOn γ (Set.uIcc a b) :=
    fun t ht => (h.diff t ht).continuousAt.continuousWithinAt
  have hG : ContinuousOn (fun t => greenFn (fun j => w j * e j) e (γ t)) (Set.uIcc a b) := by
    unfold greenFn
    exact continuousOn_finsetSum _ fun j _ => continuousOn_const.div
      (hγ.sub continuousOn_const) fun t ht => h.sub_ne (hb j) (hF j) ht
  -- z G(z) is a real constant plus a Green function with weights w e
  have hsplit : ∀ t ∈ Set.uIcc a b, γ t * greenFn w e (γ t) * deriv γ t
      = ((∑ j, w j : ℝ) : ℂ) * deriv γ t
        + greenFn (fun j => w j * e j) e (γ t) * deriv γ t := by
    intro t ht
    rw [← add_mul]
    congr 1
    unfold greenFn
    push_cast
    rw [Finset.mul_sum, ← Finset.sum_add_distrib]
    refine Finset.sum_congr rfl fun j _ => ?_
    linear_combination (w j : ℂ) * mul_inv_cancel₀ (h.sub_ne (hb j) (hF j) ht)
  have hI : contourIntegral (fun z => z * greenFn w e z) γ a b
      = (((∑ j, w j) * (EF - Eb) : ℝ) : ℂ)
        + contourIntegral (greenFn (fun j => w j * e j) e) γ a b := by
    have i1 : IntervalIntegrable (fun t => ((∑ j, w j : ℝ) : ℂ) * deriv γ t)
        MeasureTheory.volume a b := (continuousOn_const.mul h.cont).intervalIntegrable
    have i2 : IntervalIntegrable (fun t => greenFn (fun j => w j * e j) e (γ t) * deriv γ t)
        MeasureTheory.volume a b := (hG.mul h.cont).intervalIntegrable
    unfold contourIntegral
    rw [intervalIntegral.integral_congr hsplit, intervalIntegral.integral_add i1 i2,
      intervalIntegral.integral_const_mul, intervalIntegral.integral_eq_sub_of_hasDerivAt
      (fun t ht => (h.diff t ht).hasDerivAt) h.cont.intervalIntegrable, h.start, h.finish]
    push_cast
    ring
  rw [hI, Complex.add_im, Complex.ofReal_im, zero_add]
  exact charge_of_contour h hlt (fun j => w j * e j) e hb hF

end Contour

/-- For `Eb < EF`, the semicircle, traversed from angle `π` to angle `0`, is an upper contour from
`Eb` to `EF`. -/
theorem semicircle_isUpperContour {Eb EF : ℝ} (hlt : Eb < EF) :
    IsUpperContour (semicircle Eb EF) π 0 Eb EF := by
  have hd : ∀ θ : ℝ, HasDerivAt (semicircle Eb EF)
      ((((EF - Eb) / 2 : ℝ) : ℂ) * (Complex.exp ((θ : ℂ) * I) * I)) θ := by
    intro θ
    have h0 : HasDerivAt (fun s : ℝ => (s : ℂ) * I) I θ := by
      simpa using (hasDerivAt_id θ).ofReal_comp.mul_const I
    exact (h0.cexp.const_mul _).const_add _
  refine ⟨?_, ?_, fun θ _ => (hd θ).differentiableAt, ?_, ?_⟩
  · rw [semicircle, Complex.exp_pi_mul_I]
    push_cast
    ring
  · rw [semicircle, Complex.ofReal_zero, zero_mul, Complex.exp_zero]
    push_cast
    ring
  · rw [funext fun θ => (hd θ).deriv]
    exact Continuous.continuousOn (by fun_prop)
  · intro θ hθ
    rw [Set.uIcc_of_ge Real.pi_pos.le] at hθ
    by_cases h1 : θ = π
    · exact Or.inl h1
    by_cases h2 : θ = 0
    · exact Or.inr (Or.inl h2)
    right; right
    have hs : 0 < Real.sin θ := Real.sin_pos_of_pos_of_lt_pi
      (lt_of_le_of_ne hθ.1 (Ne.symm h2)) (lt_of_le_of_ne hθ.2 h1)
    rw [semicircle, Complex.add_im, Complex.ofReal_im, Complex.im_ofReal_mul,
      Complex.exp_ofReal_mul_I_im, zero_add]
    exact mul_pos (by linarith) hs

/-- If `Eb < EF` and no level equals `Eb` or `EF`, then `-1/π` times the imaginary part of the
integral of the Green function along the upper semicircle from `Eb` to `EF` is the total weight of
the levels between `Eb` and `EF`. -/
theorem semicircle_counts_charge {Eb EF : ℝ} (hlt : Eb < EF) (w e : ι → ℝ)
    (hb : ∀ j, e j ≠ Eb) (hF : ∀ j, e j ≠ EF) :
    -(1 / π) * (contourIntegral (greenFn w e) (semicircle Eb EF) π 0).im
      = ∑ j with Eb < e j ∧ e j < EF, w j :=
  charge_of_contour (semicircle_isUpperContour hlt) hlt w e hb hF

end

end ComplexEnergyContour
```

```lean
#print axioms ComplexEnergyContour.band_energy_of_contour
-- 'ComplexEnergyContour.band_energy_of_contour' depends on axioms: [propext, Classical.choice, Quot.sound]
#print axioms ComplexEnergyContour.semicircle_counts_charge
-- 'ComplexEnergyContour.semicircle_counts_charge' depends on axioms: [propext, Classical.choice, Quot.sound]
```

## Exact integrals, smooth paths, discrete levels

In the file, `greenFn w e` is $G$, the finite type `ι` labels the levels, and `contourIntegral` is the integral above. `IsUpperContour` collects the conditions on the path except the ordering $E_b<E_F$, which is the separate hypothesis `hlt`. The hypotheses `hb` and `hF` keep the levels off the endpoints. Degenerate levels and negative weights are allowed.

`off_level` and `sub_ne` keep the path away from the poles, and `im_log_rotated` evaluates the logarithm at real energies. `im_integral_pole` applies the fundamental theorem of calculus, then compares the level with each endpoint. `charge_of_contour` exchanges the finite sum with the integral; `band_energy_of_contour` splits off the constant. Under these hypotheses on the energies and levels, both hold for every path satisfying `IsUpperContour`. `semicircle_isUpperContour` verifies these conditions for the semicircle, and `semicircle_counts_charge` is the resulting charge formula.

The theorems concern exact integrals, so they give no error bound for a quadrature rule. A rectangular contour qualifies only if its parametrisation is continuously differentiable, which requires it to slow to rest at each corner. Continuous spectra, levels broadened by a self-energy and Fermi functions at finite temperature are not covered, and $E_F$ is an input, not determined from the electron number.
